# Lowering an alpha spin adds a flip on the alpha sites or removes one on the beta sites of the reference

Each of μ + ν sites carries one spin, alpha or beta, and a configuration is given by the finite set `s` of sites that carry alpha. Flips are counted against the reference with alpha on the first μ sites and beta on the last ν: `alphaFlips` counts the betas among the first, `betaFlips` the alphas among the last. The lemma says that turning an alpha into a beta, which erases its site from `s`, raises `alphaFlips` by one if the site is among the first μ, and lowers `betaFlips` by one if it is among the last ν; the other count stays the same. This is a statement about counting in single configurations, with no amplitudes or Hamiltonian. The proof writes the new set of flipped sites as the old one with a site inserted or erased, and then compares cardinalities.

An attempt in Lean 4 with a fault in it:

```lean
import Mathlib

open Finset
open scoped InnerProductSpace

namespace FlipsErase

noncomputable section

variable {ι : Type} [Fintype ι] [DecidableEq ι] {μ ν : ℕ}

/-- The number of the first `μ` sites that carry beta. -/
def alphaFlips (s : Finset (Fin μ ⊕ Fin ν)) : ℕ := #{i : Fin μ | Sum.inl i ∉ s}

/-- The number of the last `ν` sites that carry alpha. -/
def betaFlips (s : Finset (Fin μ ⊕ Fin ν)) : ℕ := #{j : Fin ν | Sum.inr j ∈ s}

/-- Lowering an alpha among the first `μ` sites adds one alpha flip; lowering one among the
last `ν` sites removes one beta flip. -/
theorem flips_erase (s : Finset (Fin μ ⊕ Fin ν)) :
    (∀ i, Sum.inl i ∈ s → alphaFlips s + 1 = alphaFlips (s.erase (Sum.inl i)) ∧
      betaFlips (s.erase (Sum.inl i)) = betaFlips s) ∧
    (∀ j, Sum.inr j ∈ s → alphaFlips (s.erase (Sum.inr j)) = alphaFlips s ∧
      betaFlips (s.erase (Sum.inr j)) + 1 = betaFlips s) := by
  refine ⟨fun i hi => ⟨?_, by simp [betaFlips]⟩, fun j hj => ⟨by simp [alphaFlips], ?_⟩⟩
  · have e : ({k : Fin μ | Sum.inl k ∉ s.erase (Sum.inl i)} : Finset (Fin μ)) =
        insert i {k : Fin μ | Sum.inl k ∉ s} := by
      ext k; by_cases h : k = i <;> simp [h]
    rw [alphaFlips, alphaFlips, e, card_insert_of_notMem (by simpa using hi)]
  · have e : ({k : Fin ν | Sum.inr k ∈ s.erase (Sum.inr j)} : Finset (Fin ν)) =
        ({k : Fin ν | Sum.inr k ∈ s} : Finset (Fin ν)).erase j := by
      ext k; by_cases h : k = j <;> simp [h]
    rw [betaFlips, betaFlips, e, card_erase_add_one (by simpa using hj)]

end

end FlipsErase
```

The error:

```
Main.lean:29:32: error: Tactic `rewrite` failed: Did not find an occurrence of the pattern
  ↑{k | Sum.inl k ∉ s.erase (Sum.inl i)}
in the target expression
  #{i | Sum.inl i ∉ s} + 1 = #{i_1 | Sum.inl i_1 ∉ s.erase (Sum.inl i)}

case refine_1
μ ν : ℕ
s : Finset (Fin μ ⊕ Fin ν)
i : Fin μ
hi : Sum.inl i ∈ s
e : ↑{k | Sum.inl k ∉ s.erase (Sum.inl i)} = insert i {k | Sum.inl k ∉ s}
⊢ #{i | Sum.inl i ∉ s} + 1 = #{i_1 | Sum.inl i_1 ∉ s.erase (Sum.inl i)}
```

The repair, with which the file compiles:

```diff
@@ -25,5 +25,5 @@
   refine ⟨fun i hi => ⟨?_, by simp [betaFlips]⟩, fun j hj => ⟨by simp [alphaFlips], ?_⟩⟩
   · have e : ({k : Fin μ | Sum.inl k ∉ s.erase (Sum.inl i)} : Finset (Fin μ)) =
-        insert i {k : Fin μ | Sum.inl k ∉ s} := by
+        insert i ({k : Fin μ | Sum.inl k ∉ s} : Finset (Fin μ)) := by
       ext k; by_cases h : k = i <;> simp [h]
     rw [alphaFlips, alphaFlips, e, card_insert_of_notMem (by simpa using hi)]
```

Diagnosis. The message says that `rw` cannot find the left side of `e` in the goal. The arrow `↑` in that left side shows why: `e` is an equation between sets, with the finset on the left coerced to a `Set`, while the goal counts the elements of the finset itself, where no such coercion occurs.

The coercion comes from the way `e` is stated. Only its left side is marked as a `Finset (Fin μ)`. The mark does not reach the set-builder inside `insert i {k : Fin μ | Sum.inl k ∉ s}`, which Lean reads as a `Set`, its default for this notation. To make the two sides agree, Lean then coerces the left one.

The repair marks the inner set-builder as a `Finset (Fin μ)` too. Now `insert` gives a finset, `e` equates two finsets without a coercion, and its left side matches the one in the goal. The rewrite goes through, and `card_insert_of_notMem` can count the inserted site.
